# End atoms beyond the cutoff can still be coupled through the middle atom of an embedded-atom chain

Suppose the Hessian of an embedded-atom model is stored only for pairs of atoms closer than the cutoff of its functions. Force constants can then be lost. For three atoms at positions 0, 1 and 2 with cutoff $3/2$, the end atoms do not interact directly, yet the example at the end of this note has a mixed derivative of $-9/8$ between them. That configuration is not an equilibrium, so it illustrates the Hessian and not a phonon spectrum. At an equilibrium where such an entry is nonzero, a phonon calculation that sets it to zero uses the wrong matrix.

For $x_1<x_2<x_3$ with the end atoms beyond the cutoff, the entry is

$$\frac{\partial^2E}{\partial x_1\,\partial x_3}=-F''(\rho_2)\,f'(x_2-x_1)\,f'(x_3-x_2),\qquad \rho_2=f(x_2-x_1)+f(x_3-x_2).$$

Here $f$ is the density that an atom contributes at a given distance, $F$ is the embedding energy as a function of total density, and $\rho_2$ is the density at the middle atom. The hypotheses are introduced below at the steps that use them.

## The energy being differentiated

With $\varphi$ the pair potential, the energy of $n$ atoms on a line is

$$E=\sum_i F(\rho_i)+\tfrac12\sum_{i\ne j}\varphi(|x_i-x_j|),\qquad \rho_i=\sum_{j\neq i}f(|x_i-x_j|).$$

In Lean 4 with Mathlib:

```lean
import Mathlib

open Filter Topology

namespace EmbeddedAtomRange

noncomputable section
```

`density` is $\rho_i$. All atoms share the same $F$, $f$ and $\varphi$, so the model has one species.

```lean
/-- The density at atom `i` of a line of atoms: the sum of the contributions `f` of all
other atoms at their distances. -/
def density {n : ℕ} (f : ℝ → ℝ) (x : Fin n → ℝ) (i : Fin n) : ℝ :=
  ∑ j, if j = i then 0 else f |x i - x j|
```

`eamEnergy` is $E$; the factor one half makes each pair count once.

```lean
/-- The embedded-atom energy: embedding energies `F` of the densities plus the pair
energies `φ`, each pair counted once. -/
def eamEnergy {n : ℕ} (F f φ : ℝ → ℝ) (x : Fin n → ℝ) : ℝ :=
  (∑ i, F (density f x i)) + (1 / 2) * ∑ i, ∑ j, if j = i then 0 else φ |x i - x j|
```

`rightSlope` is $\partial E/\partial x_3$, minus the force on the third atom. The list `![a, b, t]` holds the three positions, with the third one varied. The mixed derivative is the derivative of this slope in the first position.

```lean
/-- The derivative of the energy of three atoms at `a`, `b`, `c` with respect to the
position `c` of the third atom. -/
def rightSlope (F f φ : ℝ → ℝ) (a b c : ℝ) : ℝ :=
  deriv (fun t => eamEnergy F f φ ![a, b, t]) c
```

An alternative model takes an entry of the second Fréchet derivative of $E$ on $\mathbb R^3$. That would supply the symmetry of the Hessian as well, but it would naturally call for second derivatives of $f$ and $\varphi$ at both neighbour distances, which the successive derivatives used here do not need.

## Both functions vanish from the cutoff on

The hypotheses `hf0` and `hφ0` say that $f(r)=\varphi(r)=0$ for $r\ge r_c$. They stand for the truncation of the potential: atoms at least $r_c$ apart contribute neither density nor pair energy to each other. The ordering hypotheses `h12` and `h23` fix the middle atom and turn absolute values into differences; without them, the formula could evaluate $f$ at a negative distance.

By hand, $x_3-x_1\ge r_c$ removes the end-to-end terms. The densities are $\rho_1=f(x_2-x_1)$, $\rho_2$ as above and $\rho_3=f(x_3-x_2)$, so

$$E=F(\rho_1)+F(\rho_2)+F(\rho_3)+\varphi(x_2-x_1)+\varphi(x_3-x_2).$$

The proof of `eamEnergy_chain` does the same: `a1` to `a6` resolve the absolute values, `simp` expands the sums and deletes the vanishing terms, and `ring` collects the rest.

```lean
variable {F f φ : ℝ → ℝ} {rc x1 x2 x3 : ℝ}

/-- When the end atoms are at or beyond the cutoff, the energy of three ordered atoms
contains only the two nearest-neighbour distances. -/
theorem eamEnergy_chain (hf0 : ∀ r, rc ≤ r → f r = 0) (hφ0 : ∀ r, rc ≤ r → φ r = 0)
    (h12 : x1 < x2) (h23 : x2 < x3) (hc : rc ≤ x3 - x1) :
    eamEnergy F f φ ![x1, x2, x3] =
      F (f (x2 - x1)) + F (f (x2 - x1) + f (x3 - x2)) + F (f (x3 - x2))
        + φ (x2 - x1) + φ (x3 - x2) := by
  have a1 : |x2 - x1| = x2 - x1 := abs_of_pos (by linarith)
  have a2 : |x1 - x2| = x2 - x1 := by rw [abs_sub_comm, a1]
  have a3 : |x3 - x2| = x3 - x2 := abs_of_pos (by linarith)
  have a4 : |x2 - x3| = x3 - x2 := by rw [abs_sub_comm, a3]
  have a5 : |x3 - x1| = x3 - x1 := abs_of_pos (by linarith)
  have a6 : |x1 - x3| = x3 - x1 := by rw [abs_sub_comm, a5]
  simp [eamEnergy, density, Fin.sum_univ_three, a1, a2, a3, a4, a5, a6,
    hf0 _ hc, hφ0 _ hc]
  ring
```

Dropping `hφ0` breaks the formula for the mixed derivative. Take $F=f=0$ and $\varphi(r)=r^2$. The formula gives $0$, but the term $(x_3-x_1)^2$ has mixed derivative $-2$.

## The end atoms are strictly beyond the cutoff

For derivatives, `hc` is strengthened to $r_c<x_3-x_1$. Physically, each end atom can move a little without coming into direct range of the other. By hand, this permits differentiating the short form of $E$:

$$\frac{\partial E}{\partial x_3}=\bigl(F'(\rho_2)+F'(\rho_3)\bigr)f'(x_3-x_2)+\varphi'(x_3-x_2).$$

The terms $F(\rho_1)$ and $\varphi(x_2-x_1)$ do not depend on $x_3$ and disappear.

In `hasDerivAt_right`, `h1` to `h4` are the chain rules and `h5` adds them up. The `filter_upwards` step uses the strict inequalities to show that the short form agrees with the full energy for every third position near $x_3$.

```lean
/-- For end atoms beyond the cutoff, and `F`, `f`, `φ` differentiable where required, the energy is
differentiable in the position of the third atom, and its derivative consists of the embedding terms
of the second and third atoms and one pair term. -/
theorem hasDerivAt_right (hf0 : ∀ r, rc ≤ r → f r = 0) (hφ0 : ∀ r, rc ≤ r → φ r = 0)
    (h12 : x1 < x2) (h23 : x2 < x3) (hc : rc < x3 - x1)
    (hf : DifferentiableAt ℝ f (x3 - x2)) (hφ : DifferentiableAt ℝ φ (x3 - x2))
    (hF2 : DifferentiableAt ℝ F (f (x2 - x1) + f (x3 - x2)))
    (hF3 : DifferentiableAt ℝ F (f (x3 - x2))) :
    HasDerivAt (fun t => eamEnergy F f φ ![x1, x2, t])
      ((deriv F (f (x2 - x1) + f (x3 - x2)) + deriv F (f (x3 - x2))) * deriv f (x3 - x2)
        + deriv φ (x3 - x2)) x3 := by
  have hs : HasDerivAt (fun t : ℝ => t - x2) 1 x3 := (hasDerivAt_id' x3).sub_const x2
  have h1 : HasDerivAt (fun t => f (t - x2)) (deriv f (x3 - x2)) x3 :=
    (HasDerivAt.comp x3 hf.hasDerivAt hs).congr_deriv (mul_one _)
  have h4 : HasDerivAt (fun t => φ (t - x2)) (deriv φ (x3 - x2)) x3 :=
    (HasDerivAt.comp x3 hφ.hasDerivAt hs).congr_deriv (mul_one _)
  have h2 : HasDerivAt (fun t => F (f (x2 - x1) + f (t - x2)))
      (deriv F (f (x2 - x1) + f (x3 - x2)) * deriv f (x3 - x2)) x3 :=
    HasDerivAt.comp x3 hF2.hasDerivAt (h1.const_add (f (x2 - x1)))
  have h3 : HasDerivAt (fun t => F (f (t - x2)))
      (deriv F (f (x3 - x2)) * deriv f (x3 - x2)) x3 :=
    HasDerivAt.comp x3 hF3.hasDerivAt h1
  have h5 := (((h2.const_add (F (f (x2 - x1)))).fun_add h3).add_const
    (φ (x2 - x1))).fun_add h4
  -- the nearest-neighbour form of the energy persists under small displacements
  refine (h5.congr_of_eventuallyEq ?_).congr_deriv (by ring)
  filter_upwards [eventually_gt_nhds h23,
    eventually_gt_nhds (show x1 + rc < x3 by linarith)] with t ht1 ht2
  exact eamEnergy_chain hf0 hφ0 h12 ht1 (by linarith)
```

At exactly the cutoff distance the derivative may not exist. With $F=f=0$ and $\varphi(r)=\max(0,r_c-r)$, the end-to-end term has slope $-1$ on one side of $r_c$ and $0$ on the other.

## Smoothness only where the atoms sit

The remaining hypotheses of the main theorem concern smoothness. The density function must be differentiable at both neighbour distances (`hf12`, `hf23`), and $\varphi$ at $x_3-x_2$ (`hφ`). The embedding function must be differentiable at $\rho_3$ (`hF3`) and near $\rho_2$ (`hF`), with $F'$ differentiable at $\rho_2$ (`hF'`). Physically, the force on atom 3 is well defined, and the embedding response $F'$ at the middle atom changes differentiably with the density there. No separate condition is placed on $F$ at $\rho_1$.

By hand, these hypotheses justify the last differentiation. In the slope above, $\rho_3$, $f'(x_3-x_2)$ and $\varphi'(x_3-x_2)$ are independent of $x_1$. Only $F'(\rho_2)$ varies, and $\partial\rho_2/\partial x_1=-f'(x_2-x_1)$. Hence

$$\frac{\partial}{\partial x_1}\Bigl[F'(\rho_2)f'(x_3-x_2)\Bigr]=-F''(\rho_2)f'(x_2-x_1)f'(x_3-x_2).$$

In the proof, `g1` differentiates $\rho_2$, `g2` applies the chain rule to $F'$, and `g3` restores the factor and terms that stay constant. The slope formula must hold for all first positions near $x_1$, which is why `hF` covers a neighbourhood of $\rho_2$: continuity of the density keeps nearby configurations inside it.

```lean
/-- For end atoms beyond the cutoff, the mixed derivative of the embedded-atom energy in
their positions is `-F''(ρ₂) f'(x2 - x1) f'(x3 - x2)`, with `ρ₂` the density at the
middle atom. -/
theorem mixed_derivative (hf0 : ∀ r, rc ≤ r → f r = 0) (hφ0 : ∀ r, rc ≤ r → φ r = 0)
    (h12 : x1 < x2) (h23 : x2 < x3) (hc : rc < x3 - x1)
    (hf12 : DifferentiableAt ℝ f (x2 - x1)) (hf23 : DifferentiableAt ℝ f (x3 - x2))
    (hφ : DifferentiableAt ℝ φ (x3 - x2)) (hF3 : DifferentiableAt ℝ F (f (x3 - x2)))
    (hF : ∀ᶠ ρ in 𝓝 (f (x2 - x1) + f (x3 - x2)), DifferentiableAt ℝ F ρ)
    (hF' : DifferentiableAt ℝ (deriv F) (f (x2 - x1) + f (x3 - x2))) :
    HasDerivAt (fun a => rightSlope F f φ a x2 x3)
      (-(deriv (deriv F) (f (x2 - x1) + f (x3 - x2))
        * deriv f (x2 - x1) * deriv f (x3 - x2))) x1 := by
  have hs : HasDerivAt (fun a : ℝ => x2 - a) (-1) x1 := (hasDerivAt_id' x1).const_sub x2
  have g0 : HasDerivAt (fun a => f (x2 - a)) (-deriv f (x2 - x1)) x1 :=
    (HasDerivAt.comp x1 hf12.hasDerivAt hs).congr_deriv (mul_neg_one _)
  have g1 : HasDerivAt (fun a => f (x2 - a) + f (x3 - x2)) (-deriv f (x2 - x1)) x1 :=
    g0.add_const (f (x3 - x2))
  have g2 : HasDerivAt (fun a => deriv F (f (x2 - a) + f (x3 - x2)))
      (deriv (deriv F) (f (x2 - x1) + f (x3 - x2)) * -deriv f (x2 - x1)) x1 :=
by
    have hd : HasDerivAt (deriv F) (deriv (deriv F) (f (x2 - x1) + f (x3 - x2)))
        ((fun a => f (x2 - a) + f (x3 - x2)) x1) := hF'.hasDerivAt
    have hcomp := HasDerivAt.comp x1 hd g1
    exact hcomp
  have g3 := ((g2.add_const (deriv F (f (x3 - x2)))).mul_const
    (deriv f (x3 - x2))).add_const (deriv φ (x3 - x2))
  -- only the density at the middle atom carries the dependence on the first atom
  refine (g3.congr_of_eventuallyEq ?_).congr_deriv (by ring)
  filter_upwards [eventually_lt_nhds h12,
    eventually_lt_nhds (show x1 < x3 - rc by linarith),
    g1.continuousAt.tendsto.eventually hF] with a ha1 ha2 ha3
  exact (hasDerivAt_right hf0 hφ0 ha1 h23 (by linarith) hf23 hφ ha3 hF3).deriv
```

If $F'$ has a corner at $\rho_2$ and both slopes of $f$ are nonzero, the force on atom 3 has a corner as atom 1 moves, and there is no single force constant.

## Curvature and two slopes make the coupling nonzero

Under the same hypotheses, the mixed derivative is nonzero exactly when $F''(\rho_2)$, $f'(x_2-x_1)$ and $f'(x_3-x_2)$ are all nonzero. Physically, atom 1 must change the density at atom 2, that change must alter the embedding response, and atom 3 must feel the response. A linear $F$ therefore gives no such coupling. The proof inserts the formula and uses the fact that a product is nonzero exactly when every factor is.

```lean
/-- For end atoms beyond the cutoff, and under the smoothness hypotheses, the mixed derivative is
nonzero exactly when the embedding function has nonzero second derivative at the middle atom's
density and `f` has nonzero slope at both neighbour distances. -/
theorem mixed_derivative_ne_zero_iff
    (hf0 : ∀ r, rc ≤ r → f r = 0) (hφ0 : ∀ r, rc ≤ r → φ r = 0)
    (h12 : x1 < x2) (h23 : x2 < x3) (hc : rc < x3 - x1)
    (hf12 : DifferentiableAt ℝ f (x2 - x1)) (hf23 : DifferentiableAt ℝ f (x3 - x2))
    (hφ : DifferentiableAt ℝ φ (x3 - x2)) (hF3 : DifferentiableAt ℝ F (f (x3 - x2)))
    (hF : ∀ᶠ ρ in 𝓝 (f (x2 - x1) + f (x3 - x2)), DifferentiableAt ℝ F ρ)
    (hF' : DifferentiableAt ℝ (deriv F) (f (x2 - x1) + f (x3 - x2))) :
    deriv (fun a => rightSlope F f φ a x2 x3) x1 ≠ 0 ↔
      deriv (deriv F) (f (x2 - x1) + f (x3 - x2)) ≠ 0 ∧
        deriv f (x2 - x1) ≠ 0 ∧ deriv f (x3 - x2) ≠ 0 := by
  rw [(mixed_derivative hf0 hφ0 h12 h23 hc hf12 hf23 hφ hF3 hF hF').deriv,
    neg_ne_zero, mul_ne_zero_iff, mul_ne_zero_iff, and_assoc]
```

## Beyond twice the cutoff the coupling is gone

Here `hc` becomes $2r_c<x_3-x_1$, and the other hypotheses, including smoothness, stay as they were. For a square-root $F$ they exclude a third atom beyond the cutoff from the middle one, because $\rho_3=0$ there and the square root has no finite slope at zero. The two neighbour distances add up to more than $2r_c$, so at least one exceeds $r_c$. There $f$ is zero in a whole neighbourhood, its slope vanishes, and so does the product. In the proof, `flat` supplies the zero slope and the final case distinction selects the distance. Without the stronger separation, both neighbour distances can lie inside the cutoff and the coupling can survive.

```lean
/-- The mixed derivative vanishes when the end atoms are more than twice the cutoff
apart. -/
theorem mixed_derivative_beyond_twice_cutoff
    (hf0 : ∀ r, rc ≤ r → f r = 0) (hφ0 : ∀ r, rc ≤ r → φ r = 0)
    (h12 : x1 < x2) (h23 : x2 < x3) (hc : 2 * rc < x3 - x1)
    (hf12 : DifferentiableAt ℝ f (x2 - x1)) (hf23 : DifferentiableAt ℝ f (x3 - x2))
    (hφ : DifferentiableAt ℝ φ (x3 - x2)) (hF3 : DifferentiableAt ℝ F (f (x3 - x2)))
    (hF : ∀ᶠ ρ in 𝓝 (f (x2 - x1) + f (x3 - x2)), DifferentiableAt ℝ F ρ)
    (hF' : DifferentiableAt ℝ (deriv F) (f (x2 - x1) + f (x3 - x2))) :
    HasDerivAt (fun a => rightSlope F f φ a x2 x3) 0 x1 := by
  have flat : ∀ r, rc < r → deriv f r = 0 := by
    intro r hr
    have h : f =ᶠ[𝓝 r] fun _ => (0 : ℝ) := by
      filter_upwards [eventually_gt_nhds hr] with s hs
      exact hf0 s hs.le
    rw [h.deriv_eq]
    simp
  have hc' : rc < x3 - x1 := by
    rcases le_or_gt rc 0 with h | h <;> linarith
  refine (mixed_derivative hf0 hφ0 h12 h23 hc' hf12 hf23 hφ hF3 hF hF').congr_deriv ?_
  -- at least one of the two neighbour distances exceeds the cutoff
  rcases lt_or_ge rc (x2 - x1) with h | h
  · rw [flat _ h]; ring
  · rw [flat (x3 - x2) (by linarith)]; ring
```

## Positive densities for square-root embedding

For $F(\rho)=-A\sqrt\rho$ the curvature is $F''(\rho)=A/(4\rho^{3/2})$, so the mixed derivative is

$$-\frac{A\,f'(x_2-x_1)\,f'(x_3-x_2)}{4\rho_2^{3/2}}.$$

The hypotheses `hp12` and `hp23` say that $f$ is positive at both neighbour distances: each end atom shares density with the middle one. They make $\rho_2$ and $\rho_3$ positive and so provide the smoothness of $F$ required above. At zero density the square root has no finite slope, and this route to the formula is closed.

In the proof, `d1` and `d2` are the first and second derivatives of $F$, and `key` simplifies the quotient. The code writes $\rho_2^{3/2}$ as the cube of $\sqrt{\rho_2}$.

```lean
/-- For the square-root embedding `F(ρ) = -A √ρ`, with end atoms beyond the cutoff and `f` positive
at both neighbour distances, the mixed derivative is `-A f'(x2 - x1) f'(x3 - x2) / (4 ρ₂^(3/2))`. -/
theorem mixed_derivative_sqrt (A : ℝ)
    (hf0 : ∀ r, rc ≤ r → f r = 0) (hφ0 : ∀ r, rc ≤ r → φ r = 0)
    (h12 : x1 < x2) (h23 : x2 < x3) (hc : rc < x3 - x1)
    (hf12 : DifferentiableAt ℝ f (x2 - x1)) (hf23 : DifferentiableAt ℝ f (x3 - x2))
    (hφ : DifferentiableAt ℝ φ (x3 - x2))
    (hp12 : 0 < f (x2 - x1)) (hp23 : 0 < f (x3 - x2)) :
    HasDerivAt (fun a => rightSlope (fun ρ => -A * √ρ) f φ a x2 x3)
      (-(A / (4 * √(f (x2 - x1) + f (x3 - x2)) ^ 3)
        * deriv f (x2 - x1) * deriv f (x3 - x2))) x1 := by
  have d1 : ∀ s : ℝ, 0 < s →
      HasDerivAt (fun ρ : ℝ => -A * √ρ) (-A * (1 / (2 * √s))) s :=
    fun s hs => (Real.hasDerivAt_sqrt hs.ne').const_mul (-A)
  have key : ∀ s : ℝ, s ≠ 0 →
      -A * ((0 * (2 * s) - 1 * (2 * (1 / (2 * s)))) / (2 * s) ^ 2) = A / (4 * s ^ 3) := by
    intro s hs
    field_simp
    ring
  have hρ : 0 < f (x2 - x1) + f (x3 - x2) := add_pos hp12 hp23
  have hq : √(f (x2 - x1) + f (x3 - x2)) ≠ 0 := (Real.sqrt_pos.mpr hρ).ne'
  have d2 : HasDerivAt (deriv (fun ρ : ℝ => -A * √ρ))
      (A / (4 * √(f (x2 - x1) + f (x3 - x2)) ^ 3)) (f (x2 - x1) + f (x3 - x2)) := by
    have h := ((hasDerivAt_const (f (x2 - x1) + f (x3 - x2)) (1 : ℝ)).fun_div
      ((Real.hasDerivAt_sqrt hρ.ne').const_mul 2)
      (mul_ne_zero two_ne_zero hq)).const_mul (-A)
    refine (h.congr_of_eventuallyEq ?_).congr_deriv (key _ hq)
    filter_upwards [eventually_gt_nhds hρ] with s hs
    exact (d1 s hs).deriv
  have h := mixed_derivative hf0 hφ0 h12 h23 hc hf12 hf23 hφ
    (d1 _ hp23).differentiableAt
    ((eventually_gt_nhds hρ).mono fun s hs => (d1 s hs).differentiableAt)
    d2.differentiableAt
  rwa [d2.deriv] at h
```

## A spline with cutoff 3/2

The function $s(r)=\max(0,\,3/2-r)^3$ serves as both density function and pair potential.

```lean
/-- A cubic spline that vanishes from the distance `3/2` on. -/
def spline (r : ℝ) : ℝ := max 0 (3 / 2 - r) ^ 3
```

With $F(\rho)=\rho^2$ and atoms at 0, 1 and 2, the end atoms are at distance $2>3/2$. Both neighbour distances are 1, where $s'(1)=-3(1/2)^2=-3/4$, and $F''=2$. The mixed derivative is

$$-2\left(-\tfrac34\right)^2=-\tfrac98.$$

The proof obtains the spline's slope in `hs` and the derivatives of $F$ in `q1` and `q2`, then applies the main theorem. The numbers are dimensionless and describe no particular material. Every energy term here is repulsive, so the three atoms are not at equilibrium; the example only shows that the Hessian entry can be nonzero.

```lean
/-- With the spline as density function and pair potential and `F(ρ) = ρ²`, atoms at
0, 1, 2 have mixed derivative `-9/8`, although the spline vanishes from `3/2` on. -/
theorem mixed_derivative_witness :
    (∀ r, 3 / 2 ≤ r → spline r = 0) ∧
      HasDerivAt (fun a => rightSlope (fun ρ => ρ ^ 2) spline spline a 1 2) (-9 / 8) 0 := by
  have h0 : ∀ r, 3 / 2 ≤ r → spline r = 0 := by
    intro r hr
    rw [spline, max_eq_left (by linarith)]
    norm_num
  have hs : HasDerivAt spline (-3 / 4) 1 := by
    have h := ((hasDerivAt_id' (1 : ℝ)).const_sub (3 / 2)).fun_pow 3
    refine (h.congr_of_eventuallyEq ?_).congr_deriv (by norm_num)
    filter_upwards [eventually_lt_nhds (show (1 : ℝ) < 3 / 2 by norm_num)] with r hr
    rw [spline, max_eq_right (by linarith)]
  have q1 : ∀ s : ℝ, HasDerivAt (fun ρ : ℝ => ρ ^ 2) (2 * s) s := fun s =>
    ((hasDerivAt_id' s).fun_pow 2).congr_deriv (by norm_num)
  have q2 : ∀ s : ℝ, HasDerivAt (deriv (fun ρ : ℝ => ρ ^ 2)) 2 s := by
    intro s
    have e : deriv (fun ρ : ℝ => ρ ^ 2) = fun ρ => 2 * ρ := funext fun ρ => (q1 ρ).deriv
    rw [e]
    exact ((hasDerivAt_id' s).const_mul 2).congr_deriv (mul_one 2)
  have e1 : (1 : ℝ) - 0 = 1 := by norm_num
  have e2 : (2 : ℝ) - 1 = 1 := by norm_num
  refine ⟨h0, ?_⟩
  have h := mixed_derivative (F := fun ρ => ρ ^ 2) (x1 := 0) (x2 := 1) (x3 := 2) h0 h0
    (by norm_num) (by norm_num) (by norm_num)
    (by rw [e1]; exact hs.differentiableAt) (by rw [e2]; exact hs.differentiableAt)
    (by rw [e2]; exact hs.differentiableAt) (q1 _).differentiableAt
    (Eventually.of_forall fun s => (q1 s).differentiableAt) (q2 _).differentiableAt
  refine h.congr_deriv ?_
  rw [(q2 _).deriv, e1, e2, hs.deriv]
  norm_num

end

end EmbeddedAtomRange
```

```lean
#print axioms EmbeddedAtomRange.mixed_derivative_ne_zero_iff
#print axioms EmbeddedAtomRange.mixed_derivative_beyond_twice_cutoff
#print axioms EmbeddedAtomRange.mixed_derivative_sqrt
```

```
'EmbeddedAtomRange.mixed_derivative_ne_zero_iff' depends on axioms: [propext, Classical.choice, Quot.sound]
'EmbeddedAtomRange.mixed_derivative_beyond_twice_cutoff' depends on axioms: [propext, Classical.choice, Quot.sound]
'EmbeddedAtomRange.mixed_derivative_sqrt' depends on axioms: [propext, Classical.choice, Quot.sound]
```
